# Minimal-basis H₂ with a positive orbital gap: second- and third-order diagrams give the correlation energy up to $O(x^4)$

A third-order perturbation program with the wrong sign on its ring diagram still runs and returns an energy. Minimal-basis H₂ offers a check, because its correlation energy is also the lowest root of a two-by-two secular equation. If the diagrams are right, the two results differ by $O(x^4)$ as $x\to0$, where $x$ scales the Møller–Plesset perturbation, the Hamiltonian minus the sum of Fock operators. This holds under three conditions: the root is the lowest one, the orbital gap is positive, and the two orbitals have opposite parity.

## The energy is the lowest root at every $x$

Take the reference determinant, with both electrons in the lower orbital, and the doubly excited one. With the reference expectation value as zero of energy,

$$H(x)=\begin{pmatrix}0 & xK\\ xK & D+xW\end{pmatrix}.$$

Here $D$ is the unperturbed energy of the double excitation, $W$ its first-order shift relative to the reference, and $K$ the coupling. All are real. The secular equation is

$$\mu^2-(D+xW)\mu-x^2K^2=0,$$

with lower root $E$ and upper root $G$:

$$E,\,G=\tfrac12\Big(D+xW\mp\sqrt{(D+xW)^2+4x^2K^2}\Big).$$

In the code `levels` is the set of roots, `lowerE` is $E$ and `upperE` is $G$. The factor `remCoeff` is the error of third-order theory divided by $x^4$, derived further down.

In Lean 4 with Mathlib:

```lean
import Mathlib

open Filter Topology Asymptotics

namespace MinimalBasisDiagrams

noncomputable section

/-- The Hamiltonian in the basis of the reference and the doubly excited determinant, with the
reference expectation value as zero of energy and `x` scaling the perturbation. -/
def ciMatrix (D K W x : ℝ) : Matrix (Fin 2) (Fin 2) ℝ :=
  !![0, x * K; x * K, D + x * W]

/-- The energies allowed by the secular equation `det (H - μ) = 0`. -/
def levels (D K W x : ℝ) : Set ℝ :=
  {μ | (ciMatrix D K W x - μ • (1 : Matrix (Fin 2) (Fin 2) ℝ)).det = 0}

/-- Closed form of the lower level. -/
def lowerE (D K W x : ℝ) : ℝ :=
  (D + x * W - √((D + x * W) ^ 2 + 4 * (x * K) ^ 2)) / 2

/-- Closed form of the upper level. -/
def upperE (D K W x : ℝ) : ℝ :=
  (D + x * W + √((D + x * W) ^ 2 + 4 * (x * K) ^ 2)) / 2

/-- The factor multiplying `x ^ 4` in the error of third-order perturbation theory. -/
def remCoeff (D K W x : ℝ) : ℝ :=
  K ^ 2 * (K ^ 2 * (D - x * W) - W ^ 2 * upperE D K W x) / (D ^ 2 * upperE D K W x ^ 2)
```

Physically, the condition selects the ground state within this two-determinant space. The final theorem accepts any function that gives the least root for each $x$, and the next lemma identifies it with `lowerE`. For any root $\mu$ the discriminant equals $(2\mu-(D+xW))^2$, so $E=\tfrac12\big(D+xW-|2\mu-(D+xW)|\big)\le\mu$. If the upper root were taken instead, then for $D>0$ the energy would tend to $D$ and not to zero as $x\to0$.

```lean
/-- The closed form `lowerE` is the lowest solution of the secular equation. -/
theorem lowerE_isLeast (D K W x : ℝ) : IsLeast (levels D K W x) (lowerE D K W x) := by
  have hdet : ∀ μ : ℝ, (ciMatrix D K W x - μ • (1 : Matrix (Fin 2) (Fin 2) ℝ)).det
      = μ ^ 2 - (D + x * W) * μ - (x * K) ^ 2 := by
    intro μ
    rw [Matrix.det_fin_two]
    simp [ciMatrix]
    ring
  have hs := Real.sq_sqrt (show 0 ≤ (D + x * W) ^ 2 + 4 * (x * K) ^ 2 by positivity)
  constructor
  · change _ = _
    rw [hdet, lowerE]
    linear_combination hs / 4
  · intro μ hμ
    change _ = _ at hμ
    rw [hdet] at hμ
    -- the discriminant is the square of the distance between the two levels
    have h : (D + x * W) ^ 2 + 4 * (x * K) ^ 2 = (2 * μ - (D + x * W)) ^ 2 := by
      linear_combination -4 * hμ
    rw [lowerE, h, Real.sqrt_sq_eq_abs]
    linarith [neg_abs_le (2 * μ - (D + x * W))]
```

## The gap is positive

The condition $D>0$ says that the reference lies below the double excitation before the perturbation acts. By hand it enters through $G(0)=\tfrac12(D+\sqrt{D^2})=D$, which keeps $G$ away from zero for small $x$.

The roots satisfy $EG=-x^2K^2$ and $G^2=(D+xW)G+x^2K^2$. The first gives $E=-x^2K^2/G$, hence

$$E+\frac{x^2K^2}{D}-\frac{x^3K^2W}{D^2}=\frac{x^2K^2\,[(D-xW)G^2-D^2G]}{D^2G^2}.$$

The second turns the bracket into

$$(D^2-x^2W^2)G+x^2K^2(D-xW)-D^2G=x^2\,[K^2(D-xW)-W^2G].$$

The error is therefore exactly

$$x^4\,\frac{K^2[K^2(D-xW)-W^2G]}{D^2G^2},$$

and as $x\to0$ the factor after $x^4$ tends to $K^2(K^2-W^2)/D^3$.

The theorem `third_order_remainder` assumes $D>0$ as well as $G\neq0$. In its proof, `hp` and `hq` are the two root relations. After the denominators are cleared, `linear_combination` adds them with the multipliers that this calculation requires.

```lean
/-- Wherever the upper level is nonzero, the error of third-order perturbation theory is exactly
`x ^ 4` times `remCoeff`. -/
theorem third_order_remainder {D : ℝ} (K W x : ℝ) (hD : 0 < D) (hG : upperE D K W x ≠ 0) :
    lowerE D K W x + x ^ 2 * K ^ 2 / D - x ^ 3 * K ^ 2 * W / D ^ 2
      = x ^ 4 * remCoeff D K W x := by
  have hs := Real.sq_sqrt (show 0 ≤ (D + x * W) ^ 2 + 4 * (x * K) ^ 2 by positivity)
  -- product of the two levels, and the secular equation of the upper one
  have hp : lowerE D K W x * upperE D K W x = -(x * K) ^ 2 := by
    rw [lowerE, upperE]
    linear_combination -hs / 4
  have hq : upperE D K W x ^ 2 = (D + x * W) * upperE D K W x + (x * K) ^ 2 := by
    rw [upperE]
    linear_combination hs / 4
  rw [remCoeff]
  generalize upperE D K W x = G at *
  generalize lowerE D K W x = E at *
  have hD' : D ≠ 0 := hD.ne'
  have hclear : (E + x ^ 2 * K ^ 2 / D - x ^ 3 * K ^ 2 * W / D ^ 2) * (D ^ 2 * G ^ 2)
      = E * D ^ 2 * G ^ 2 + x ^ 2 * K ^ 2 * D * G ^ 2 - x ^ 3 * K ^ 2 * W * G ^ 2 := by
    field_simp
  rw [← mul_div_assoc, eq_div_iff (by positivity), hclear]
  linear_combination D ^ 2 * G * hp + x ^ 2 * K ^ 2 * (D - x * W) * hq

/-- For `D > 0`, the upper level at `x = 0` is `D`. -/
theorem upperE_zero {D : ℝ} (K W : ℝ) (hD : 0 < D) : upperE D K W 0 = D := by
  simp [upperE, Real.sqrt_sq hD.le]
```

Continuity of $G$ makes it nonzero near $x=0$, so the exact formula holds there and its factor has the stated limit. A factor with a finite limit is bounded near zero, which gives the $O(x^4)$ estimate.

```lean
/-- For `D > 0` and `x` near zero, the error of third-order perturbation theory is `x ^ 4` times a
factor that tends, as `x` goes to zero, to `K ^ 2 * (K ^ 2 - W ^ 2) / D ^ 3`. -/
theorem remainder_near_zero {D : ℝ} (K W : ℝ) (hD : 0 < D) :
    (∀ᶠ x in 𝓝 (0 : ℝ), lowerE D K W x + x ^ 2 * K ^ 2 / D - x ^ 3 * K ^ 2 * W / D ^ 2
      = x ^ 4 * remCoeff D K W x) ∧
    Tendsto (remCoeff D K W) (𝓝 0) (𝓝 (K ^ 2 * (K ^ 2 - W ^ 2) / D ^ 3)) := by
  have h0 := upperE_zero K W hD
  have hc : ContinuousAt (fun x => upperE D K W x) 0 := by
    unfold upperE
    fun_prop
  constructor
  · filter_upwards [hc.eventually_ne (by rw [h0]; exact hD.ne')] with x hx
    exact third_order_remainder K W x hD hx
  · have hden : D ^ 2 * upperE D K W 0 ^ 2 ≠ 0 := by
      rw [h0]
      positivity
    have hr : ContinuousAt (remCoeff D K W) 0 :=
      ContinuousAt.div (by fun_prop) (by fun_prop) hden
    have hv : remCoeff D K W 0 = K ^ 2 * (K ^ 2 - W ^ 2) / D ^ 3 := by
      rw [remCoeff, h0]
      field_simp
      ring
    rw [← hv]
    exact hr

/-- For `D > 0`, the lower level agrees with the sum of its second- and third-order terms up to `O(x
^ 4)` as `x` goes to zero. -/
theorem lowerE_third_order {D : ℝ} (K W : ℝ) (hD : 0 < D) :
    (fun x => lowerE D K W x + x ^ 2 * K ^ 2 / D - x ^ 3 * K ^ 2 * W / D ^ 2)
      =O[𝓝 0] (fun x : ℝ => x ^ 4) := by
  obtain ⟨he, ht⟩ := remainder_near_zero K W hD
  have h := (isBigO_refl (fun x : ℝ => x ^ 4) (𝓝 0)).mul (ht.isBigO_one ℝ)
  refine h.congr' ?_ ?_
  · filter_upwards [he] with x hx
    exact hx.symm
  · exact Eventually.of_forall fun x => mul_one _
```

For $D<0$ the lower root starts at $D$, and the expansion about zero describes the other level. For $D=0$ the root is $\tfrac12\big(xW-|x|\sqrt{W^2+4K^2}\big)$, which for $K\neq0$ has a kink at $x=0$ and no power series.

## The two orbitals have opposite parity

The molecule enters through orbital energies $e_1,e_2$, Coulomb integrals $J_{11},J_{22},J_{12}$ and the exchange integral $K_{12}$. Then $D=2(e_2-e_1)$, $K=K_{12}$ and $W=J_{11}+J_{22}-4J_{12}+2K_{12}$; the code calls $D$ `gap` and $W$ `shift`.

```lean
/-- Orbital energies and the nonzero two-electron integrals of minimal-basis H2. -/
structure H2Data where
  (e₁ e₂ J₁₁ J₂₂ J₁₂ K₁₂ : ℝ)

namespace H2Data

variable (M : H2Data)

/-- Unperturbed energy of the double excitation. -/
def gap : ℝ := 2 * (M.e₂ - M.e₁)

/-- First-order shift of the double excitation relative to the reference. -/
def shift : ℝ := M.J₁₁ + M.J₂₂ - 4 * M.J₁₂ + 2 * M.K₁₂
```

Inversion symmetry makes every integral of odd parity vanish, and `eri` builds this in. The orbitals are taken real, so all integrals $(pq|rs)$ with $p\neq q$ and $r\neq s$ equal $K_{12}$. A spin orbital is a pair (orbital, spin), where orbital `0` has energy $e_1$ and orbital `1` has energy $e_2$. The diagrams are the general spin-orbital sums, with `occ` and `vir` marking holes and particles.

```lean
/-- Spatial integral `(pq|rs)`; those of odd parity vanish. -/
def eri (p q r s : Fin 2) : ℝ :=
  if p = q then
    (if r = s then (if p = r then (if p = 0 then M.J₁₁ else M.J₂₂) else M.J₁₂) else 0)
  else (if r = s then 0 else M.K₁₂)

/-- Antisymmetrised integral `⟨pq||rs⟩` over spin orbitals (orbital, spin). -/
def anti (p q r s : Fin 2 × Fin 2) : ℝ :=
  (if p.2 = r.2 ∧ q.2 = s.2 then M.eri p.1 r.1 q.1 s.1 else 0)
    - (if p.2 = s.2 ∧ q.2 = r.2 then M.eri p.1 s.1 q.1 r.1 else 0)

/-- Orbital energy of a spin orbital. -/
def eps (p : Fin 2 × Fin 2) : ℝ := if p.1 = 0 then M.e₁ else M.e₂

/-- Energy denominator of holes `i, j` and particles `a, b`. -/
def den (i j a b : Fin 2 × Fin 2) : ℝ := M.eps i + M.eps j - M.eps a - M.eps b

/-- Hole state: the occupied orbital with spin `s`. -/
def occ (s : Fin 2) : Fin 2 × Fin 2 := (0, s)

/-- Particle state: the empty orbital with spin `s`. -/
def vir (s : Fin 2) : Fin 2 × Fin 2 := (1, s)

/-- Second-order diagrammatic energy. -/
def diagram2 : ℝ := 1 / 4 * ∑ i, ∑ j, ∑ a, ∑ b,
  M.anti (occ i) (occ j) (vir a) (vir b) * M.anti (vir a) (vir b) (occ i) (occ j)
    / M.den (occ i) (occ j) (vir a) (vir b)

/-- Third-order diagrammatic energy: hole-hole ladder, particle-particle ladder and ring. -/
def diagram3 : ℝ :=
  1 / 8 * (∑ i, ∑ j, ∑ k, ∑ l, ∑ a, ∑ b,
    M.anti (occ i) (occ j) (vir a) (vir b) * M.anti (occ k) (occ l) (occ i) (occ j)
      * M.anti (vir a) (vir b) (occ k) (occ l)
      / (M.den (occ i) (occ j) (vir a) (vir b) * M.den (occ k) (occ l) (vir a) (vir b)))
  + 1 / 8 * (∑ i, ∑ j, ∑ a, ∑ b, ∑ c, ∑ d,
    M.anti (occ i) (occ j) (vir a) (vir b) * M.anti (vir a) (vir b) (vir c) (vir d)
      * M.anti (vir c) (vir d) (occ i) (occ j)
      / (M.den (occ i) (occ j) (vir a) (vir b) * M.den (occ i) (occ j) (vir c) (vir d)))
  + ∑ i, ∑ j, ∑ k, ∑ a, ∑ b, ∑ c,
    M.anti (occ i) (occ j) (vir a) (vir b) * M.anti (occ k) (vir b) (vir c) (occ j)
      * M.anti (vir a) (vir c) (occ i) (occ k)
      / (M.den (occ i) (occ j) (vir a) (vir b) * M.den (occ i) (occ k) (vir a) (vir c))
```

Every denominator is $-D$. The integral $\langle ij||ab\rangle$ is $\pm K_{12}$ when $i,j$ have opposite spins and $a,b$ do too, and zero otherwise. The second-order sum has four such terms:

$$\tfrac14\cdot4\cdot\frac{K_{12}^2}{-D}=-\frac{K_{12}^2}{D}.$$

At third order:

- The hole-hole ladder has eight terms $K_{12}^2J_{11}/D^2$ with prefactor $\tfrac18$, giving $K_{12}^2J_{11}/D^2$.
- The particle-particle ladder gives $K_{12}^2J_{22}/D^2$ in the same way.
- In the ring, spin forces $k=j$ and $c=b$. The middle integral is $K_{12}-J_{12}$ if $j$ and $b$ have equal spins and $-J_{12}$ if not. Two terms of each kind give $K_{12}^2(2K_{12}-4J_{12})/D^2$.

The total is $K_{12}^2W/D^2$. The proofs first replace the denominators by `den_eq`, then expand the spin sums and let `ring` compare the polynomials.

```lean
/-- Every two-hole two-particle denominator equals minus the gap. -/
theorem den_eq (i j a b : Fin 2) : M.den (occ i) (occ j) (vir a) (vir b) = -M.gap := by
  simp only [den, eps, occ, vir, gap, if_true, one_ne_zero, if_false]
  ring

/-- The second-order diagrams sum to `-K₁₂ ^ 2 / gap`. -/
theorem diagram2_eq : M.diagram2 = -M.K₁₂ ^ 2 / M.gap := by
  simp only [diagram2, den_eq]
  simp [Fin.sum_univ_two, anti, eri, occ, vir]
  ring

set_option maxHeartbeats 400000 in
/-- The third-order diagrams sum to `K₁₂ ^ 2 * shift / gap ^ 2`. -/
theorem diagram3_eq : M.diagram3 = M.K₁₂ ^ 2 * M.shift / M.gap ^ 2 := by
  simp only [diagram3, den_eq]
  simp [Fin.sum_univ_two, anti, eri, occ, vir, shift]
  ring
```

Without parity, single excitations could mix in, and the two-by-two matrix would no longer be complete. The diagrams above contain no integral of odd parity, so the role of parity is to make the two-by-two root the exact correlation energy in this basis. The matrix and the diagram sums are both definitions here, not derived from a many-electron Hamiltonian. The form of $W$ is the one for canonical Hartree–Fock orbitals, although the code leaves $e_1$ and $e_2$ free.

## Agreement through third order

The theorem takes $e_1<e_2$, which makes $D$ positive, and a function `E` that is the least root at each $x$. Its conclusion `=O[𝓝 0]` bounds the difference by a constant times $x^4$ in some neighbourhood of zero. It gives no error bound at the physical value $x=1$.

```lean
/-- For minimal-basis H2 with `e₁ < e₂`, the lowest level `E x` equals the sum of the second- and
third-order diagrammatic energies up to `O(x ^ 4)`. -/
theorem correlation_energy_diagrams (h : M.e₁ < M.e₂) (E : ℝ → ℝ)
    (hE : ∀ x, IsLeast (levels M.gap M.K₁₂ M.shift x) (E x)) :
    (fun x => E x - (x ^ 2 * M.diagram2 + x ^ 3 * M.diagram3))
      =O[𝓝 0] (fun x : ℝ => x ^ 4) := by
  have hgap : 0 < M.gap := by
    unfold gap
    linarith
  refine (lowerE_third_order M.K₁₂ M.shift hgap).congr_left fun x => ?_
  rw [(hE x).unique (lowerE_isLeast _ _ _ x), diagram2_eq, diagram3_eq]
  ring

end H2Data

end

end MinimalBasisDiagrams
```

```lean
#print axioms MinimalBasisDiagrams.H2Data.correlation_energy_diagrams
```

```
'MinimalBasisDiagrams.H2Data.correlation_energy_diagrams' depends on axioms: [propext, Classical.choice, Quot.sound]
```

## Stretching the bond

With restricted Hartree–Fock orbital energies, pulling the atoms apart sends $D$ and $W$ to zero, while $K_{12}$ tends to $U/2$, where $U$ is the repulsion of two electrons on one atom. At $x=1$ the lowest root then tends to $-U/2$, whereas the second-order energy $-K_{12}^2/D$ diverges. In this two-orbital model, that is how low-order perturbation theory from a restricted reference fails for a breaking bond.
